# A symmetric trimer energy is a sum of pair repulsions exactly when it passes the exchange test

A pair repulsion V, a function of one interatomic distance, fitted to the energies of three-atom clusters can leave an error that no more flexible fitting function removes. The residual alone does not show whether the chosen form of V was too stiff or whether no V exists. In density-functional tight binding the question arises when the difference between a reference energy and the electronic energy is to be written as a sum over pairs. For trimers of identical atoms, with exact energies at all geometries, it can be settled without fitting anything.

Let F(a,b,c) be this energy difference as a function of the three interatomic distances, unchanged when they are permuted. The distances are positive and obey the triangle inequalities; linear arrangements are allowed. The claim is that a function V with

F(a,b,c) = V(a) + V(b) + V(c)

for all trimers exists if and only if

F(a,b,c) + F(x,y,c) = F(a,y,c) + F(x,b,c)

whenever all four trimers exist. The test takes two trimers that share a distance c and exchanges b and y between them.

## From equilateral trimers to all others

If V exists, both sides of the test equal V(a) + V(b) + V(x) + V(y) + 2V(c), so the test holds. Equilateral trimers also leave no freedom in V, because F(r,r,r) = 3V(r). For the converse we therefore define V(r) = F(r,r,r)/3 and show that it reproduces every trimer.

**Comparable sides.** Let a ≤ 2c and c ≤ 2a, so that both isosceles trimers with sides a and c exist. Exchanging between (a,a,c) and (c,c,c), and then between (c,c,a) and (a,a,a), gives with symmetry

F(a,a,c) + 3V(c) = 2F(a,c,c)

F(a,c,c) + 3V(a) = 2F(a,a,c)

Eliminating F(a,a,c) yields F(a,c,c) = V(a) + 2V(c).

**Short base.** If c > 2a, the trimer (a,a,c) does not exist and the argument fails. We shorten the legs from c to d instead, where d ≤ c ≤ d + a, c ≤ 2d and a ≤ 2d. Two exchanges give

F(a,c,c) + F(a,d,d) = 2F(a,d,c)

F(a,d,c) + 3V(c) = F(a,c,c) + F(d,c,c)

The sides c and d are comparable, so F(d,c,c) = V(d) + 2V(c). The second equation becomes F(a,d,c) = F(a,c,c) + V(d) − V(c), and the first then reads

F(a,c,c) − 2V(c) = F(a,d,d) − 2V(d)

With d = c − a/2 all conditions hold as long as c > 2a. Finitely many such steps bring the legs down to at most 2a, where the quantity equals V(a). Hence F(a,c,c) = V(a) + 2V(c) for every isosceles trimer.

**General trimer.** Let c be the longest side. Exchanging between (a,b,c) and (c,c,c) gives

F(a,b,c) + 3V(c) = F(a,c,c) + F(c,b,c) = V(a) + V(b) + 4V(c)

and therefore F(a,b,c) = V(a) + V(b) + V(c).

**Why symmetry is assumed.** Take F(a,b,c) = a. It passes the test, since both sides are a + x, and it is unchanged when b and c are exchanged. Yet F(1,2,2) = 1 and F(2,1,2) = 2, whereas a pair sum would give both the same value. Symmetry in the last two distances alone is thus not enough for the converse.

## Energies and conditions on realisable distances

In Lean 4 with Mathlib:

```lean
import Mathlib

namespace PairRepulsionTest

noncomputable section
```

The energy is a function `F : ℝ → ℝ → ℝ → ℝ`. It has values at all real triples, but the main theorem uses only those selected by `IsTrimer`.

```lean
/-- Three positive numbers are the interatomic distances of a trimer when they obey the
triangle inequalities; linear arrangements are included. -/
def IsTrimer (a b c : ℝ) : Prop :=
  0 < a ∧ 0 < b ∧ 0 < c ∧ a ≤ b + c ∧ b ≤ c + a ∧ c ≤ a + b
```

The non-strict inequalities admit linear arrangements. Symmetry is required only on trimers, through two exchanges that generate all permutations.

```lean
/-- The energy of a trimer does not change when its distances are permuted
(two exchanges generate all permutations). -/
def IsSymmetric (F : ℝ → ℝ → ℝ → ℝ) : Prop :=
  ∀ a b c, IsTrimer a b c → F a b c = F b a c ∧ F a b c = F a c b
```

The next definition says that a given `V` reproduces all trimer energies. Despite its name, `V` need not be positive, smooth or decaying. A constant energy per atom, for example, is absorbed in `V`, because a trimer has as many pairs as atoms. Larger clusters have more pairs than atoms, so there the same `V` would count it too often.

```lean
/-- The energy of every trimer is the sum of a pair repulsion `V` over its three distances. -/
def IsPairwise (F : ℝ → ℝ → ℝ → ℝ) (V : ℝ → ℝ) : Prop :=
  ∀ a b c, IsTrimer a b c → F a b c = V a + V b + V c
```

The test demands equality only when all four trimers exist, so it never refers to an energy that no arrangement of atoms has.

```lean
/-- The exchange test: at a common distance `c`, exchanging `b` and `y` between two trimers
leaves the summed energy unchanged, whenever all four trimers exist. -/
def PassesTest (F : ℝ → ℝ → ℝ → ℝ) : Prop :=
  ∀ a b c x y, IsTrimer a b c → IsTrimer x y c → IsTrimer a y c → IsTrimer x b c →
    F a b c + F x y c = F a y c + F x b c
```

## Uniqueness and the isosceles trimers

The equilateral trimer determines `V` at each positive distance.

```lean
/-- A pair repulsion that reproduces all trimer energies is fixed by the equilateral trimers:
at each positive distance it is one third of their energy. -/
theorem pair_repulsion_unique {F : ℝ → ℝ → ℝ → ℝ} {V : ℝ → ℝ} (h : IsPairwise F V)
    {a : ℝ} (ha : 0 < a) : V a = F a a a / 3 := by
  have t : IsTrimer a a a := by unfold IsTrimer; and_intros <;> linarith
  linarith [h a a a t]
```

The lemma for comparable sides first verifies the triangle inequalities for each trimer involved. The facts `h1` and `h2` are the two exchanges, and `linarith` performs the elimination, treating the values of `F` as unknowns in linear equations.

```lean
/-- For a symmetric energy that passes the test, an isosceles trimer whose two different
distances are within a factor of two has the energy given by the equilateral trimers. -/
theorem isosceles_near {F : ℝ → ℝ → ℝ → ℝ} (hS : IsSymmetric F) (hT : PassesTest F)
    {a c : ℝ} (ha : 0 < a) (hc : 0 < c) (hac : a ≤ 2 * c) (hca : c ≤ 2 * a) :
    F a c c = (F a a a + 2 * F c c c) / 3 := by
  have t1 : IsTrimer a a c := by unfold IsTrimer; and_intros <;> linarith
  have t2 : IsTrimer c c c := by unfold IsTrimer; and_intros <;> linarith
  have t3 : IsTrimer a c c := by unfold IsTrimer; and_intros <;> linarith
  have t4 : IsTrimer c a c := by unfold IsTrimer; and_intros <;> linarith
  have t5 : IsTrimer c c a := by unfold IsTrimer; and_intros <;> linarith
  have t6 : IsTrimer a a a := by unfold IsTrimer; and_intros <;> linarith
  have t7 : IsTrimer c a a := by unfold IsTrimer; and_intros <;> linarith
  have t8 : IsTrimer a c a := by unfold IsTrimer; and_intros <;> linarith
  -- two exchanges, one at common distance c and one at common distance a
  have h1 := hT a a c c c t1 t2 t3 t4
  have h2 := hT c c a a a t5 t6 t7 t8
  linarith [(hS c a c t4).1, (hS c c a t5).2, (hS c a a t7).1, (hS a c a t8).2]
```

In the shortening step, `h1` and `h2` are again the two exchanges and `h3` supplies F(d,c,c). The symmetry facts given to `linarith` identify the different orderings of the same distances.

```lean
/-- For a symmetric energy that passes the test, the legs of an isosceles trimer can be shortened
from `c` to `d`, by at most the base `a` and at most by half, provided that `a ≤ 2 * d`, so that the
shortened trimer exists; the energy then changes only by the equilateral contribution of the legs.
-/
theorem isosceles_step {F : ℝ → ℝ → ℝ → ℝ} (hS : IsSymmetric F) (hT : PassesTest F)
    {a c d : ℝ} (ha : 0 < a) (hd : 0 < d) (hdc : d ≤ c) (hcd : c ≤ d + a)
    (hc2 : c ≤ 2 * d) (ha2 : a ≤ 2 * d) :
    F a c c - 2 * (F c c c / 3) = F a d d - 2 * (F d d d / 3) := by
  have t1 : IsTrimer c c a := by unfold IsTrimer; and_intros <;> linarith
  have t2 : IsTrimer d d a := by unfold IsTrimer; and_intros <;> linarith
  have t3 : IsTrimer c d a := by unfold IsTrimer; and_intros <;> linarith
  have t4 : IsTrimer d c a := by unfold IsTrimer; and_intros <;> linarith
  have t5 : IsTrimer a d c := by unfold IsTrimer; and_intros <;> linarith
  have t6 : IsTrimer c c c := by unfold IsTrimer; and_intros <;> linarith
  have t7 : IsTrimer a c c := by unfold IsTrimer; and_intros <;> linarith
  have t8 : IsTrimer c d c := by unfold IsTrimer; and_intros <;> linarith
  have t9 : IsTrimer d a c := by unfold IsTrimer; and_intros <;> linarith
  have t10 : IsTrimer c a c := by unfold IsTrimer; and_intros <;> linarith
  have t11 : IsTrimer d a d := by unfold IsTrimer; and_intros <;> linarith
  have h1 := hT c c a d d t1 t2 t3 t4
  have h2 := hT a d c c c t5 t6 t7 t8
  have h3 := isosceles_near hS hT hd (by linarith : 0 < c) (by linarith) hc2
  linarith [(hS c c a t1).2, (hS c a c t10).1, (hS d d a t2).2, (hS d a d t11).1,
    (hS d c a t4).1, (hS d c a t4).2, (hS d a c t9).1, (hS c d c t8).1]
```

The repeated shortening becomes an induction on `n`, for legs no longer than 2a + n·a/2. Each step either finds the sides comparable or removes a/2 from the legs. The last lines choose an `n` large enough for the given `c`.

```lean
/-- For a symmetric energy that passes the test, every isosceles trimer has the energy given
by the equilateral trimers, however short its base. -/
theorem isosceles_energy {F : ℝ → ℝ → ℝ → ℝ} (hS : IsSymmetric F) (hT : PassesTest F)
    {a c : ℝ} (ha : 0 < a) (hac : a ≤ 2 * c) :
    F a c c = (F a a a + 2 * F c c c) / 3 := by
  -- shorten the legs by a/2 at a time until they are comparable with the base
  have key : ∀ n : ℕ, ∀ c : ℝ, a ≤ 2 * c → c ≤ 2 * a + n * (a / 2) →
      F a c c = (F a a a + 2 * F c c c) / 3 := by
    intro n
    induction n with
    | zero =>
      intro c h1 h2
      have h3 : c ≤ 2 * a := by simpa using h2
      exact isosceles_near hS hT ha (by linarith) h1 h3
    | succ n ih =>
      intro c h1 h2
      by_cases h3 : c ≤ 2 * a
      · exact isosceles_near hS hT ha (by linarith) h1 h3
      · have h4 : 2 * a < c := lt_of_not_ge h3
        push_cast at h2
        have h5 := ih (c - a / 2) (by linarith) (by linarith)
        have h6 := isosceles_step hS hT (c := c) (d := c - a / 2) ha (by linarith)
          (by linarith) (by linarith) (by linarith) (by linarith)
        linarith
  obtain ⟨n, hn⟩ := exists_nat_ge (c / (a / 2))
  have hn' : c ≤ n * (a / 2) := (div_le_iff₀ (by linarith)).mp hn
  exact key n c hac (by linarith)
```

## The equivalence

The theorem reads: for a symmetric `F`, some `V` satisfies `IsPairwise F V` if and only if `PassesTest F` holds. It concerns three identical atoms and says nothing about whether the same `V` serves larger clusters.

The forward direction adds four pair sums. In the converse, `sorted` is the exchange with the longest side, and the case distinction at the end relabels the distances so that the longest comes last.

```lean
/-- A symmetric trimer energy is a sum of pair repulsions if and only if it passes the
exchange test on trimers. -/
theorem exists_pair_repulsion_iff {F : ℝ → ℝ → ℝ → ℝ} (hS : IsSymmetric F) :
    (∃ V, IsPairwise F V) ↔ PassesTest F := by
  constructor
  · rintro ⟨V, hV⟩ a b c x y h1 h2 h3 h4
    linarith [hV a b c h1, hV x y c h2, hV a y c h3, hV x b c h4]
  · intro hT
    -- exchange with the longest side c leaves only isosceles trimers
    have sorted : ∀ a b c, IsTrimer a b c → a ≤ c → b ≤ c →
        F a b c = F a a a / 3 + F b b b / 3 + F c c c / 3 := by
      intro a b c t hac hbc
      obtain ⟨ha, hb, hc, -, -, -⟩ := id t
      have t2 : IsTrimer c c c := by unfold IsTrimer; and_intros <;> linarith
      have t3 : IsTrimer a c c := by unfold IsTrimer; and_intros <;> linarith
      have t4 : IsTrimer c b c := by unfold IsTrimer; and_intros <;> linarith
      linarith [hT a b c c c t t2 t3 t4, (hS c b c t4).1,
        isosceles_energy hS hT ha (by linarith : a ≤ 2 * c),
        isosceles_energy hS hT hb (by linarith : b ≤ 2 * c)]
    refine ⟨fun r => F r r r / 3, ?_⟩
    intro a b c t
    have e : F a b c = F a a a / 3 + F b b b / 3 + F c c c / 3 := by
      obtain ⟨ha, hb, hc, h1, h2, h3⟩ := id t
      have t1 : IsTrimer a c b := by unfold IsTrimer; and_intros <;> linarith
      have t2 : IsTrimer b a c := by unfold IsTrimer; and_intros <;> linarith
      have t3 : IsTrimer b c a := by unfold IsTrimer; and_intros <;> linarith
      rcases le_total a c with hac | hca
      · rcases le_total b c with hbc | hcb
        · exact sorted a b c t hac hbc
        · linarith [sorted a c b t1 (by linarith) hcb, (hS a b c t).2]
      · rcases le_total a b with hab | hba
        · linarith [sorted a c b t1 hab (by linarith), (hS a b c t).2]
        · linarith [sorted b c a t3 hba hca, (hS a b c t).1, (hS b a c t2).2]
    exact e
```

If F is defined, symmetric and tested on all positive triples, including those that no three atoms can realise, the derivation is shorter. Exchanges with unit distances give

F(a,c,1) = F(a,1,1) + F(c,1,1) − F(1,1,1)

F(a,b,c) = F(a,1,c) + F(1,b,c) − F(1,1,c)

Inserting the first relation into the second, with symmetry, gives a pair sum with V(r) = F(r,1,1) − (2/3)F(1,1,1). The pair form then also holds on all positive triples.

```lean
/-- For a symmetric function of three arbitrary positive distances, a pair repulsion exists
if and only if the exchange test holds for all positive distances. -/
theorem exists_pair_repulsion_iff_of_pos {F : ℝ → ℝ → ℝ → ℝ}
    (hS : ∀ a b c, 0 < a → 0 < b → 0 < c → F a b c = F b a c ∧ F a b c = F a c b) :
    (∃ V : ℝ → ℝ, ∀ a b c, 0 < a → 0 < b → 0 < c → F a b c = V a + V b + V c) ↔
    ∀ a b c x y, 0 < a → 0 < b → 0 < c → 0 < x → 0 < y →
      F a b c + F x y c = F a y c + F x b c := by
  constructor
  · rintro ⟨V, hV⟩ a b c x y ha hb hc hx hy
    linarith [hV a b c ha hb hc, hV x y c hx hy hc, hV a y c ha hy hc, hV x b c hx hb hc]
  · intro h
    refine ⟨fun r => F r 1 1 - 2 / 3 * F 1 1 1, ?_⟩
    intro a b c ha hb hc
    have o : (0 : ℝ) < 1 := one_pos
    have e : F a b c = (F a 1 1 - 2 / 3 * F 1 1 1) + (F b 1 1 - 2 / 3 * F 1 1 1)
        + (F c 1 1 - 2 / 3 * F 1 1 1) := by
      linarith [h a b c 1 1 ha hb hc o o, h a c 1 1 1 ha hc o o o, h b c 1 1 1 hb hc o o o,
        (hS a 1 c ha o hc).2, (hS 1 b c o hb hc).1, (hS b 1 c hb o hc).2,
        (hS 1 c 1 o hc o).1, (hS 1 1 c o o hc).2]
    exact e
```

## A lower bound on the fitting error

Computed energies seldom satisfy an equality exactly, so the size of the violation matters. If some `V` fits every trimer within ε, the pair terms cancel from the defect, which is the left side of the test minus the right, and each of the four fitting errors contributes at most ε to it. A defect D found on a single set of four trimers therefore means that no pair potential has a uniform error bound below |D|/4. The theorem gives no converse: it does not turn a small defect into a good fit.

```lean
/-- If some pair repulsion fits all trimer energies within `ε`, the exchange test is violated
by at most `4 * ε`. -/
theorem test_defect_le {F : ℝ → ℝ → ℝ → ℝ} {V : ℝ → ℝ} {ε : ℝ}
    (h : ∀ a b c, IsTrimer a b c → |F a b c - (V a + V b + V c)| ≤ ε)
    {a b c x y : ℝ} (h1 : IsTrimer a b c) (h2 : IsTrimer x y c)
    (h3 : IsTrimer a y c) (h4 : IsTrimer x b c) :
    |F a b c + F x y c - F a y c - F x b c| ≤ 4 * ε := by
  obtain ⟨l1, u1⟩ := abs_le.mp (h a b c h1)
  obtain ⟨l2, u2⟩ := abs_le.mp (h x y c h2)
  obtain ⟨l3, u3⟩ := abs_le.mp (h a y c h3)
  obtain ⟨l4, u4⟩ := abs_le.mp (h x b c h4)
  exact abs_le.mpr ⟨by linarith, by linarith⟩
```

The proof splits each absolute value into two inequalities and adds them.

## The triple-dipole energy fails the test

The Axilrod–Teller energy is the triple-dipole term of the dispersion interaction, a contribution of three atoms that is added to the pair terms. With α, β and γ the angles of the triangle and ν the strength, it is

E = ν(1 + 3 cos α cos β cos γ)/(abc)³

The definition expresses the cosines through the distances by the law of cosines.

```lean
/-- The Axilrod–Teller triple-dipole energy of strength `ν`, for nonzero distances, with the
product of the three cosines written by the law of cosines. -/
def axilrodTeller (ν a b c : ℝ) : ℝ :=
  ν * (1 + 3 * ((a ^ 2 + b ^ 2 - c ^ 2) * (b ^ 2 + c ^ 2 - a ^ 2) * (c ^ 2 + a ^ 2 - b ^ 2)
    / (8 * a ^ 2 * b ^ 2 * c ^ 2))) / (a * b * c) ^ 3
```

For ν ≠ 0 this energy is symmetric but not pairwise. Take a = b = c = 2 and x = y = 3 in the test. The trimers (2,2,2) and (3,3,2) have energies 11ν/4096 and 17ν/78732, while (2,3,2) and (3,2,2), which are the same triangle, each have 101ν/221184. The defect is about 0.0020ν, not zero.

```lean
/-- The Axilrod–Teller energy of nonzero strength is symmetric, but no pair repulsion
reproduces it on all trimers. -/
theorem axilrodTeller_not_pairwise {ν : ℝ} (hν : ν ≠ 0) :
    IsSymmetric (axilrodTeller ν) ∧ ¬ ∃ V, IsPairwise (axilrodTeller ν) V := by
  constructor
  · intro a b c _
    constructor <;> unfold axilrodTeller <;> ring
  · rintro ⟨V, hV⟩
    -- four triangles with sides 2 and 3 violate the exchange test
    have h1 := hV 2 2 2 (by unfold IsTrimer; norm_num)
    have h2 := hV 3 3 2 (by unfold IsTrimer; norm_num)
    have h3 := hV 2 3 2 (by unfold IsTrimer; norm_num)
    have h4 := hV 3 2 2 (by unfold IsTrimer; norm_num)
    have e1 : axilrodTeller ν 2 2 2 = ν * (11 / 4096) := by unfold axilrodTeller; ring
    have e2 : axilrodTeller ν 3 3 2 = ν * (17 / 78732) := by unfold axilrodTeller; ring
    have e3 : axilrodTeller ν 2 3 2 = ν * (101 / 221184) := by unfold axilrodTeller; ring
    have e4 : axilrodTeller ν 3 2 2 = ν * (101 / 221184) := by unfold axilrodTeller; ring
    apply hν
    linarith

end

end PairRepulsionTest
```

The proof assumes a `V`, writes out its four pair sums in `h1` to `h4` and the four energies in `e1` to `e4`. The pair terms cancel, which forces ν = 0 and contradicts `hν`.

```lean
#print axioms PairRepulsionTest.exists_pair_repulsion_iff
#print axioms PairRepulsionTest.exists_pair_repulsion_iff_of_pos
#print axioms PairRepulsionTest.test_defect_le
#print axioms PairRepulsionTest.axilrodTeller_not_pairwise
```

```
'PairRepulsionTest.exists_pair_repulsion_iff' depends on axioms: [propext, Classical.choice, Quot.sound]
'PairRepulsionTest.exists_pair_repulsion_iff_of_pos' depends on axioms: [propext, Classical.choice, Quot.sound]
'PairRepulsionTest.test_defect_le' depends on axioms: [propext, Classical.choice, Quot.sound]
'PairRepulsionTest.axilrodTeller_not_pairwise' depends on axioms: [propext, Classical.choice, Quot.sound]
```
